# Sum rules place the extrapolar denominator of a Hermitian operator between the extreme neglected gaps

Many GW calculations sum over empty bands and truncate the sum. A closure approximation keeps the missing bands in a cheap form: they all receive one common energy denominator, and completeness supplies their total weight. One choice for that denominator is the mean neglected energy gap, weighted by the transition strengths. It can be found without computing a single neglected band, and the question is whether the result is a sensible energy.

The answer below is for a static model of this band truncation, with finitely many one-particle states and a single Hermitian operator \(A\) in place of the many operators whose matrix elements between bands enter a GW calculation. Frequency dependence, self-consistency and a continuum of states are not treated.

```lean
import Mathlib

open Matrix

namespace ExtrapolarClosure

noncomputable section

variable {n : Type*} [Fintype n] [DecidableEq n]
```

## Bands, weights and a tail computed from kept states

Let \(H\) be a square complex matrix whose eigenvectors \(u_m\) are orthonormal, with real energies \(e_m\):
\[
\langle u_i,u_j\rangle=\delta_{ij},\qquad Hu_m=e_mu_m .
\]
In Lean, `u m` is the vector of state \(m\), and `star (u i) ⬝ᵥ u j` is the inner product, conjugated in its first argument. The finite type `n` labels both bands and vector components, so there are as many states as dimensions. These conditions already force \(H\) to be Hermitian, which is why no separate hypothesis says so.

```lean
/-- The states `u m` form an orthonormal eigenbasis of `H` with real energies `e m`. -/
structure IsEigenbasis (H : Matrix n n ℂ) (u : n → n → ℂ) (e : n → ℝ) : Prop where
  orthonormal : ∀ i j, star (u i) ⬝ᵥ u j = if i = j then 1 else 0
  eigen : ∀ m, H *ᵥ u m = (e m : ℂ) • u m
```

For any matrix \(A\), write \(A_{mk}=\langle u_m,Au_k\rangle\).

```lean
/-- The matrix element `⟨u m, A u k⟩`. -/
def elem (u : n → n → ℂ) (A : Matrix n n ℂ) (m k : n) : ℂ := star (u m) ⬝ᵥ A *ᵥ u k
```

The commutator has its usual sign, \([X,Y]=XY-YX\).

```lean
/-- The commutator `[X, Y]`. -/
def comm (X Y : Matrix n n ℂ) : Matrix n n ℂ := X * Y - Y * X
```

Fix a reference state \(v\). The strength with which \(A\) couples it to band \(m\) is
\[
w_m=|A_{mv}|^2 .
\]

```lean
/-- The transition weight `|⟨u m, A u v⟩|²`. -/
def weight (u : n → n → ℂ) (A : Matrix n n ℂ) (v m : n) : ℝ := Complex.normSq (elem u A m v)
```

Let \(S\) be the set of kept bands, and let \(\langle X\rangle\) denote the expectation value \(X_{vv}\). The tail weight is
\[
W=\langle A^2\rangle-\sum_{m\in S}w_m .
\]
The definition takes a real part so that \(W\) is a real number. For Hermitian \(A\) nothing is lost, since the expectation value is shown below to be real.

```lean
/-- The expectation value of `A²` in state `v` minus the weights of the kept bands `S`. -/
def tailWeight (u : n → n → ℂ) (A : Matrix n n ℂ) (v : n) (S : Finset n) : ℝ :=
  (elem u (A * A) v v).re - ∑ m ∈ S, weight u A v m
```

The tail moment is built in the same way from a double commutator:
\[
M=\tfrac12\langle[A,[H,A]]\rangle-\sum_{m\in S}(e_m-e_v)\,w_m .
\]

```lean
/-- Half the expectation value of `[A, [H, A]]` in state `v` minus the energy-weighted
weights of the kept bands `S`. -/
def tailMoment (H : Matrix n n ℂ) (u : n → n → ℂ) (e : n → ℝ) (A : Matrix n n ℂ) (v : n)
    (S : Finset n) : ℝ :=
  (elem u (comm A (comm H A)) v v).re / 2 - ∑ m ∈ S, (e m - e v) * weight u A v m
```

For \(W>0\), this text calls \(\Delta=M/W\) the extrapolar denominator. The name is borrowed from the GW technique of giving all missing bands one common energy; that technique does not by itself prescribe this value.

```lean
/-- The extrapolar denominator, the ratio of tail moment to tail weight; it is meaningful
when the tail weight is nonzero. -/
def extrapolar (H : Matrix n n ℂ) (u : n → n → ℂ) (e : n → ℝ) (A : Matrix n n ℂ) (v : n)
    (S : Finset n) : ℝ :=
  tailMoment H u e A v S / tailWeight u A v S
```

Apart from \(v\) itself, which may or may not be kept, neither \(W\) nor \(M\) refers to a neglected band. Both could instead be defined directly as sums over the neglected bands. The bounds on \(\Delta\) would then need no sum rule and no Hermitian \(A\), but the definitions would no longer show how to find \(\Delta\) without computing those bands.

## Completeness and the commutator with the Hamiltonian

Put the states into the columns of a matrix, \(U_{ij}=(u_j)_i\). Indices on \(U\), and on products that contain it, denote ordinary matrix entries. Writing out the inner product gives \(B_{mk}=(U^\dagger BU)_{mk}\) for every matrix \(B\).

```lean
variable {H A : Matrix n n ℂ} {u : n → n → ℂ} {e : n → ℝ}

omit [DecidableEq n] in
/-- Matrix elements of `B` are the entries of `Uᴴ B U`, where the columns of `U` are the states. -/
lemma elem_eq (B : Matrix n n ℂ) (m k : n) :
    elem u B m k = ((of fun i j => u j i)ᴴ * (B * (of fun i j => u j i))) m k := by
  simp only [elem, Matrix.mul_apply, dotProduct, Matrix.mulVec, conjTranspose_apply, of_apply,
    Pi.star_apply]
```

Orthonormality says \(U^\dagger U=1\). Because \(U\) is square, \(UU^\dagger=1\) follows, and this is the closure relation. Inserting it between two operators gives
\[
(BC)_{ik}=(U^\dagger B\,UU^\dagger\,CU)_{ik}=\sum_m B_{im}C_{mk}.
\]
In the proof, `mul_eq_one_comm` supplies the step from \(U^\dagger U=1\) to \(UU^\dagger=1\), and the `calc` block inserts the identity.

```lean
/-- Completeness: a matrix element of a product is a sum over all intermediate states. -/
theorem elem_mul (h : IsEigenbasis H u e) (B C : Matrix n n ℂ) (i k : n) :
    elem u (B * C) i k = ∑ m, elem u B i m * elem u C m k := by
  simp only [elem_eq]
  rw [← Matrix.mul_apply]
  set U : Matrix n n ℂ := of fun i j => u j i with hUdef
  have hU : Uᴴ * U = 1 := by
    ext a b
    rw [Matrix.one_apply, ← h.orthonormal a b]
    simp only [hUdef, Matrix.mul_apply, dotProduct, conjTranspose_apply, of_apply, Pi.star_apply]
  -- a square matrix with orthonormal columns also satisfies the closure relation
  have hU' : U * Uᴴ = 1 := mul_eq_one_comm.mp hU
  have key : Uᴴ * (B * C * U) = Uᴴ * (B * U) * (Uᴴ * (C * U)) := by
    calc Uᴴ * (B * C * U) = Uᴴ * B * 1 * (C * U) := by
          simp only [mul_assoc, one_mul]
      _ = Uᴴ * B * (U * Uᴴ) * (C * U) := by rw [hU']
      _ = Uᴴ * (B * U) * (Uᴴ * (C * U)) := by simp only [mul_assoc]
  rw [key]
```

The eigenvalue equation gives \(H_{ij}=e_j\delta_{ij}\). Expanding both products in the commutator by completeness therefore leaves one term from each:
\[
[H,B]_{mk}=e_mB_{mk}-B_{mk}e_k=(e_m-e_k)B_{mk}.
\]

```lean
/-- The commutator with `H` multiplies a matrix element by the energy difference. -/
theorem elem_comm (h : IsEigenbasis H u e) (B : Matrix n n ℂ) (m k : n) :
    elem u (comm H B) m k = ((e m : ℂ) - e k) * elem u B m k := by
  have hH : ∀ i j, elem u H i j = if i = j then (e j : ℂ) else 0 := by
    intro i j
    rw [elem, h.eigen, dotProduct_smul, h.orthonormal, smul_eq_mul, mul_ite, mul_one, mul_zero]
  have hs : elem u (comm H B) m k = elem u (H * B) m k - elem u (B * H) m k := by
    simp only [elem, comm, Matrix.sub_mulVec, dotProduct_sub]
  rw [hs, elem_mul h, elem_mul h]
  simp only [hH, ite_mul, mul_ite, zero_mul, mul_zero, Finset.sum_ite_eq, Finset.sum_ite_eq',
    Finset.mem_univ, if_true]
  ring
```

## Two sum rules and their tails

From here on \(A\) is Hermitian, so \(A_{vm}=\overline{A_{mv}}\) and
\[
A_{vm}A_{mv}=|A_{mv}|^2=w_m .
\]

```lean
omit [DecidableEq n] in
/-- For Hermitian `A`, the product of the two opposite matrix elements is the weight. -/
lemma elem_mul_elem (hA : A.IsHermitian) (v m : n) :
    elem u A v m * elem u A m v = (weight u A v m : ℂ) := by
  have hc : elem u A v m = star (elem u A m v) := by
    rw [elem_eq, elem_eq, ← conjTranspose_apply]
    simp only [conjTranspose_mul, conjTranspose_conjTranspose, hA.eq, Matrix.mul_assoc]
  rw [hc, weight, Complex.normSq_eq_conj_mul_self, starRingEnd_apply]
```

Completeness with \(B=C=A\) then gives the total weight,
\[
\langle A^2\rangle=\sum_mA_{vm}A_{mv}=\sum_mw_m .
\]
The Lean statement is an equality of complex numbers, so it also shows that the expectation value is real.

```lean
/-- The weights of all bands sum to the expectation value of `A²`. -/
theorem total_weight (h : IsEigenbasis H u e) (hA : A.IsHermitian) (v : n) :
    elem u (A * A) v v = ((∑ m, weight u A v m : ℝ) : ℂ) := by
  rw [elem_mul h, Complex.ofReal_sum]
  exact Finset.sum_congr rfl fun m _ => elem_mul_elem hA v m
```

For the energy-weighted sum, expand the outer commutator and insert the states in each product:
\[
\begin{aligned}
\langle[A,[H,A]]\rangle
&=\sum_m\bigl(A_{vm}[H,A]_{mv}-[H,A]_{vm}A_{mv}\bigr)\\
&=\sum_m\bigl((e_m-e_v)-(e_v-e_m)\bigr)A_{vm}A_{mv}\\
&=2\sum_m(e_m-e_v)w_m .
\end{aligned}
\]
The factor 2 is the reason for the half in \(M\). The proof takes the same route: `elem_mul` inserts the states, `elem_comm` produces the energy differences, and `ring` collects them.

```lean
/-- The energy-weighted sum rule: the expectation value of `[A, [H, A]]` is twice the
sum of the weights times the energy differences. -/
theorem total_moment (h : IsEigenbasis H u e) (hA : A.IsHermitian) (v : n) :
    elem u (comm A (comm H A)) v v
      = ((2 * ∑ m, (e m - e v) * weight u A v m : ℝ) : ℂ) := by
  have hs : elem u (comm A (comm H A)) v v
      = elem u (A * comm H A) v v - elem u (comm H A * A) v v := by
    rw [show comm A (comm H A) = A * comm H A - comm H A * A from rfl]
    simp only [elem, Matrix.sub_mulVec, dotProduct_sub]
  rw [hs, elem_mul h A, elem_mul h (comm H A), ← Finset.sum_sub_distrib]
  push_cast
  rw [Finset.mul_sum]
  refine Finset.sum_congr rfl fun m _ => ?_
  rw [elem_comm h, elem_comm h, ← elem_mul_elem hA]
  ring
```

Splitting each total into kept and neglected bands and subtracting the kept part yields
\[
\sum_{m\notin S}w_m=W,\qquad
\sum_{m\notin S}(e_m-e_v)w_m=M .
\]
In Lean the neglected bands are the complement `Sᶜ`. The set \(S\) is arbitrary: it need not contain \(v\) or consist of the lowest bands.

```lean
/-- The summed weight and the summed energy-weighted weight of the neglected bands equal the tail
weight and the tail moment, whose definitions use no states other than `v` and the kept bands. -/
theorem neglected_sums (h : IsEigenbasis H u e) (hA : A.IsHermitian) (v : n) (S : Finset n) :
    ∑ m ∈ Sᶜ, weight u A v m = tailWeight u A v S ∧
    ∑ m ∈ Sᶜ, (e m - e v) * weight u A v m = tailMoment H u e A v S := by
  have h1 := Finset.sum_add_sum_compl S (fun m => weight u A v m)
  have h2 := Finset.sum_add_sum_compl S (fun m => (e m - e v) * weight u A v m)
  rw [tailWeight, tailMoment, total_weight h hA, total_moment h hA, Complex.ofReal_re,
    Complex.ofReal_re]
  constructor <;> linarith
```

The same argument covers a matrix \(A\) that is not Hermitian, such as a plane-wave factor, if \(\langle A^2\rangle\) is replaced by \(\langle A^\dagger A\rangle\) and \(\tfrac12\langle[A,[H,A]]\rangle\) by \(\langle A^\dagger[H,A]\rangle\); this variant is left as a calculation by hand.

## The denominator as a weighted mean

Suppose \(W>0\). Then at least one band is neglected, since an empty sum would give \(W=0\). Among the finitely many neglected bands, choose \(a\) with the lowest energy and \(b\) with the highest. Every \(w_m\) is nonnegative, so
\[
(e_a-e_v)W\le\sum_{m\notin S}(e_m-e_v)w_m=M\le(e_b-e_v)W .
\]
Division by \(W\) gives
\[
e_a-e_v\le\Delta\le e_b-e_v .
\]
The theorem returns `a` and `b` together with the statement that they are extremal among all neglected bands, including those that \(A\) does not couple to \(v\). The gaps may have either sign. In the proof, `le_div_iff₀` and `div_le_iff₀` clear the denominator, and `Finset.sum_le_sum` compares the sums term by term.

```lean
/-- If the tail weight is positive, the extrapolar denominator lies between the lowest and
the highest neglected energy, both measured from the energy of state `v`. -/
theorem extrapolar_between (h : IsEigenbasis H u e) (hA : A.IsHermitian) (v : n)
    (S : Finset n) (hW : 0 < tailWeight u A v S) :
    ∃ a ∉ S, ∃ b ∉ S, (∀ m ∉ S, e a ≤ e m ∧ e m ≤ e b) ∧
      e a - e v ≤ extrapolar H u e A v S ∧ extrapolar H u e A v S ≤ e b - e v := by
  obtain ⟨h1, h2⟩ := neglected_sums h hA v S
  have hne : (Sᶜ).Nonempty := by
    rcases (Sᶜ).eq_empty_or_nonempty with h0 | h0
    · rw [h0, Finset.sum_empty] at h1
      linarith
    · exact h0
  obtain ⟨a, ha, hmin⟩ := Finset.exists_min_image Sᶜ e hne
  obtain ⟨b, hb, hmax⟩ := Finset.exists_max_image Sᶜ e hne
  have hw : ∀ m, 0 ≤ weight u A v m := fun m => Complex.normSq_nonneg _
  refine ⟨a, Finset.mem_compl.mp ha, b, Finset.mem_compl.mp hb, fun m hm =>
    ⟨hmin m (Finset.mem_compl.mpr hm), hmax m (Finset.mem_compl.mpr hm)⟩, ?_, ?_⟩
  · rw [extrapolar, le_div_iff₀ hW, ← h1, ← h2, Finset.mul_sum]
    exact Finset.sum_le_sum fun m hm =>
      mul_le_mul_of_nonneg_right (by linarith [hmin m hm]) (hw m)
  · rw [extrapolar, div_le_iff₀ hW, ← h1, ← h2, Finset.mul_sum]
    exact Finset.sum_le_sum fun m hm =>
      mul_le_mul_of_nonneg_right (by linarith [hmax m hm]) (hw m)
```

## A lower bound on the static tail sum

Now assume in addition that every neglected band lies above \(v\), which forces \(v\) itself to be kept. Up to a constant prefactor, the static response of state \(v\) to \(A\) contains the tail \(\sum_{m\notin S}w_m/(e_m-e_v)\), and the closure approximation replaces it by \(W/\Delta\).

The lower bound just proved makes \(\Delta\) positive. For a neglected band with gap \(d_m=e_m-e_v>0\), expanding a square gives
\[
0\le\frac{w_m(d_m-\Delta)^2}{d_m\Delta^2}
=\frac{w_m}{d_m}-\frac{2w_m}{\Delta}+\frac{d_mw_m}{\Delta^2}.
\]
Sum over the neglected bands and use \(M=\Delta W\):
\[
\sum_{m\notin S}\frac{w_m}{d_m}\ge\frac{2W}{\Delta}-\frac{M}{\Delta^2}=\frac{W}{\Delta}.
\]
The closure therefore never overestimates this tail. In the code `D` stands for \(\Delta\), `hsq` is the expanded square, and `hterm` is the inequality for a single band.

```lean
/-- When the tail weight is positive and all neglected bands lie above state `v`, replacing every
neglected energy denominator by the extrapolar denominator never overestimates the static tail sum.
-/
theorem closure_le (h : IsEigenbasis H u e) (hA : A.IsHermitian) (v : n) (S : Finset n)
    (hW : 0 < tailWeight u A v S) (hgap : ∀ m ∉ S, e v < e m) :
    tailWeight u A v S / extrapolar H u e A v S
      ≤ ∑ m ∈ Sᶜ, weight u A v m / (e m - e v) := by
  obtain ⟨h1, h2⟩ := neglected_sums h hA v S
  obtain ⟨a, ha, _, _, _, hlo, _⟩ := extrapolar_between h hA v S hW
  have hD : 0 < extrapolar H u e A v S := by linarith [hgap a ha]
  have hM : tailMoment H u e A v S = extrapolar H u e A v S * tailWeight u A v S := by
    rw [extrapolar, div_mul_cancel₀ _ hW.ne']

  generalize extrapolar H u e A v S = D at hD hM ⊢
  -- each term lies on or above its tangent line in the energy difference, taken at `D`
  have hterm : ∀ m ∈ Sᶜ, 2 / D * weight u A v m - 1 / D ^ 2 * ((e m - e v) * weight u A v m)
      ≤ weight u A v m / (e m - e v) := by
    intro m hm
    have hd : 0 < e m - e v := sub_pos.mpr (hgap m (Finset.mem_compl.mp hm))
    have hw : 0 ≤ weight u A v m := Complex.normSq_nonneg _
    generalize e m - e v = d at hd ⊢
    have hsq : weight u A v m * (d - D) ^ 2 / (d * D ^ 2)
        = weight u A v m / d - 2 / D * weight u A v m + 1 / D ^ 2 * (d * weight u A v m) := by
      field_simp
      ring
    have hnn : 0 ≤ weight u A v m * (d - D) ^ 2 / (d * D ^ 2) := by positivity
    linarith
  have hsum := Finset.sum_le_sum hterm
  rw [Finset.sum_sub_distrib, ← Finset.mul_sum, ← Finset.mul_sum, h1, h2, hM] at hsum
  have hlast : 1 / D ^ 2 * (D * tailWeight u A v S) = tailWeight u A v S / D := by
    field_simp
  have htwo : 2 / D * tailWeight u A v S = 2 * (tailWeight u A v S / D) := by ring
  rw [hlast, htwo] at hsum
  linarith
```

## Three levels with two different neglected gaps

A small example satisfies all the assumptions. Take the energies
\[
e_0=0,\qquad e_1=1,\qquad e_2=3 .
\]

```lean
/-- Three energy levels `0, 1, 3`. -/
def levels : Fin 3 → ℝ := ![0, 1, 3]
```

The states are the standard basis vectors, which are normalised eigenvectors of the diagonal Hamiltonian.

```lean
/-- The standard basis states of a three-level system. -/
def std (m : Fin 3) : Fin 3 → ℂ := fun i => if i = m then 1 else 0
```

The operator couples the lowest level to each upper level with matrix element 1:
\[
A=\begin{pmatrix}0&1&1\\1&0&0\\1&0&0\end{pmatrix}.
\]

```lean
/-- An operator coupling the lowest level equally to the two upper ones. -/
def coupling : Matrix (Fin 3) (Fin 3) ℂ := !![0, 1, 1; 1, 0, 0; 1, 0, 0]
```

With \(v=0\) and \(S=\{0\}\), the neglected weights are \(w_1=w_2=1\). Hence
\[
W=1+1=2,\qquad M=1\cdot1+3\cdot1=4,\qquad \Delta=\frac42=2,
\]
which lies strictly between the neglected gaps 1 and 3. The closure gives \(W/\Delta=1\) for the static tail, whose direct value is \(1+\tfrac13=\tfrac43\). The theorem records the hypotheses and the values of \(W\) and \(\Delta\). Its proof evaluates the two weights and passes them to `neglected_sums`, so the double commutator is never multiplied out.

```lean
/-- In the three-level system with only the lowest level kept, the hypotheses hold, the tail
weight is `2` and the extrapolar denominator is `2`. -/
theorem extrapolar_witness :
    IsEigenbasis (diagonal fun m => (levels m : ℂ)) std levels ∧ coupling.IsHermitian ∧
    (∀ m ∉ ({0} : Finset (Fin 3)), levels 0 < levels m) ∧
    tailWeight std coupling 0 {0} = 2 ∧
    extrapolar (diagonal fun m => (levels m : ℂ)) std levels coupling 0 {0} = 2 := by
  have hE : IsEigenbasis (diagonal fun m => (levels m : ℂ)) std levels := by
    constructor
    · intro i j
      fin_cases i <;> fin_cases j <;> simp [std, dotProduct]
    · intro m
      ext i
      by_cases hi : i = m <;> simp [Matrix.mulVec_diagonal, std, hi]
  have hA : coupling.IsHermitian := by
    ext i j
    fin_cases i <;> fin_cases j <;> simp [coupling]
  have w1 : weight std coupling 0 1 = 1 := by
    simp [weight, elem, std, coupling, dotProduct, Matrix.mulVec]
  have w2 : weight std coupling 0 2 = 1 := by
    simp [weight, elem, std, coupling, dotProduct, Matrix.mulVec]
  have hS : ({0} : Finset (Fin 3))ᶜ = {1, 2} := by decide
  obtain ⟨h1, h2⟩ := neglected_sums hE hA 0 {0}
  rw [hS, Finset.sum_pair (by decide), w1, w2] at h1 h2
  refine ⟨hE, hA, ?_, by linarith, ?_⟩
  · intro m hm
    fin_cases m <;> simp [levels] at hm ⊢
  · have l0 : levels 0 = 0 := rfl
    have l1 : levels 1 = 1 := rfl
    have l2 : levels 2 = 3 := rfl
    rw [extrapolar, ← h1, ← h2, l0, l1, l2]
    norm_num

end

end ExtrapolarClosure
```

```lean
#print axioms ExtrapolarClosure.extrapolar_between
#print axioms ExtrapolarClosure.closure_le
```

```
'ExtrapolarClosure.extrapolar_between' depends on axioms: [propext, Classical.choice, Quot.sound]
'ExtrapolarClosure.closure_le' depends on axioms: [propext, Classical.choice, Quot.sound]
```
